# With a positive orbital gap, closed-shell MP2 pair energies are bounded by a product of squared norms over the gap

A rigorous bound on pair energies limits the error made by skipping occupied pairs in a density-fitted MP2 calculation. For a closed-shell system with canonical real orbitals and a positive gap $\Delta$, each ordered pair $(i,j)$ contributes at most $D_iD_j/\Delta$ in magnitude, so an unordered pair with $i\ne j$, which is counted twice, contributes at most $2D_iD_j/\Delta$. Here $D_i=\sum_a\|B_{ia}\|^2$, and $B_{ia}$ is the fitted vector for the product of occupied orbital $i$ and virtual orbital $a$. Each orbital needs only one number, but the bound is crude. It ignores the distance between $i$ and $j$, and every virtual orbital adds a nonnegative term to $D_i$. With exact integrals $D_i$ grows without limit as the basis approaches completeness, while the pair energy converges. The bound can therefore be far too large to justify skipping a pair, even when the pair energy is small.

## Integrals are inner products

For one pair, write $u_a=B_{ia}$, $v_b=B_{jb}$ and $x_{ab}=\langle u_a,v_b\rangle=(ia|jb)$, so the exchange integral $(ib|ja)$ is $x_{ba}$. The closed-shell pair energy is

$$e=-\sum_{ab}\frac{x_{ab}(2x_{ab}-x_{ba})}{d_{ab}}.$$

In Lean, the finite type `ι` labels the virtuals, `κ` labels the occupied orbitals, and `E` is any real inner-product space. The denominators `d a b` are virtual minus occupied energies, the opposite sign to many textbooks.

```lean
import Mathlib

open scoped InnerProductSpace

namespace MP2PairScreening

noncomputable section

variable {ι κ E : Type*} [Fintype ι] [NormedAddCommGroup E] [InnerProductSpace ℝ E]

/-- Closed-shell MP2 energy of one ordered occupied pair, with the integrals `(ia|jb)` written as
inner products `⟪u a, v b⟫` and with nonzero energy denominators `d a b`. -/
def pairEnergy (u v : ι → E) (d : ι → ι → ℝ) : ℝ :=
  -∑ a, ∑ b, ⟪u a, v b⟫_ℝ * (2 * ⟪u a, v b⟫_ℝ - ⟪u b, v a⟫_ℝ) / d a b
```

The hypotheses leave open how well the fitted vectors reproduce the true Coulomb integrals.

Positivity of the inner product enters below through Cauchy–Schwarz and a nonnegative squared norm. With the indefinite form $p_1q_2+p_2q_1$, one virtual, $u=(1,0)$ and $v=(0,1)$, both "squared norms" vanish while $x=1$, and the lower bound fails.

## Denominators are symmetric in the virtual labels

Orbital-energy denominators satisfy $d_{ab}=d_{ba}$ automatically; this is `hd`. By hand,

$$x_{ab}(2x_{ab}-x_{ba})=x_{ab}^2+\tfrac12(x_{ab}-x_{ba})^2+\tfrac12(x_{ab}^2-x_{ba}^2).$$

After division by $d_{ab}$, the last term sums to zero on exchanging $a$ and $b$. In the proof, `Finset.sum_comm` makes this exchange and `ring` checks the identity.

```lean
/-- For symmetric denominators the pair energy is minus a sum of squares over denominators:
the squared integrals plus half the squared exchange differences. -/
theorem pairEnergy_eq (u v : ι → E) (d : ι → ι → ℝ) (hd : ∀ a b, d a b = d b a) :
    pairEnergy u v d =
      -∑ a, ∑ b, (⟪u a, v b⟫_ℝ ^ 2 + (⟪u a, v b⟫_ℝ - ⟪u b, v a⟫_ℝ) ^ 2 / 2) / d a b := by
  -- exchanging the two virtual labels leaves the sum of squares unchanged
  have h : ∑ a, ∑ b, ⟪u b, v a⟫_ℝ ^ 2 / d a b = ∑ a, ∑ b, ⟪u a, v b⟫_ℝ ^ 2 / d a b := by
    rw [Finset.sum_comm]
    refine Finset.sum_congr rfl fun a _ => Finset.sum_congr rfl fun b _ => ?_
    rw [hd b a]
  have h2 : ∑ a, ∑ b, ⟪u a, v b⟫_ℝ * (2 * ⟪u a, v b⟫_ℝ - ⟪u b, v a⟫_ℝ) / d a b =
      ∑ a, ∑ b, (⟪u a, v b⟫_ℝ ^ 2 + (⟪u a, v b⟫_ℝ - ⟪u b, v a⟫_ℝ) ^ 2 / 2) / d a b +
      (∑ a, ∑ b, ⟪u a, v b⟫_ℝ ^ 2 / d a b - ∑ a, ∑ b, ⟪u b, v a⟫_ℝ ^ 2 / d a b) / 2 := by
    simp only [← Finset.sum_sub_distrib, Finset.sum_div, ← Finset.sum_add_distrib]
    refine Finset.sum_congr rfl fun a _ => Finset.sum_congr rfl fun b _ => ?_
    ring
  unfold pairEnergy
  linarith
```

Without symmetry the energy can be positive. Take two virtuals with $x_{12}=1$, $x_{21}=3$, $x_{11}=x_{22}=0$, $d_{21}=30$ and the other denominators 1: then $e=1-\tfrac{15}{30}=\tfrac12$.

## Exchange differences are antisymmetric

Let $A_{ba}=-A_{ab}$, $N=\sum_{ab}A_{ab}^2$, $U=\sum_a\|u_a\|^2$ and $w_b=\sum_aA_{ab}u_a$. Expanding a squared norm and using cyclic relabelling gives

$$0\le\sum_{abc}\|A_{ab}u_c+A_{bc}u_a+A_{ca}u_b\|^2
=3\Big(NU+2\sum_{abc}A_{ab}A_{bc}\langle u_c,u_a\rangle\Big).$$

Since $A_{bc}=-A_{cb}$, the last sum is $-\sum_b\|w_b\|^2$. Hence $\sum_b\|w_b\|^2\le NU/2$. In the proof, `hpt` is the expansion, `cyc` the relabelling and `hw` the sign change.

```lean
/-- An antisymmetric real array `A` acting on a family of vectors multiplies the total squared
norm by at most half the sum of its squared entries. -/
theorem antisymm_bound (A : ι → ι → ℝ) (hA : ∀ a b, A b a = -A a b) (u : ι → E) :
    ∑ b, ‖∑ a, A a b • u a‖ ^ 2 ≤ (∑ a, ∑ b, A a b ^ 2) / 2 * ∑ a, ‖u a‖ ^ 2 := by
  have cyc : ∀ f : ι → ι → ι → ℝ, ∑ a, ∑ b, ∑ c, f b c a = ∑ a, ∑ b, ∑ c, f a b c := by
    intro f
    rw [Finset.sum_comm]
    exact Finset.sum_congr rfl fun b _ => Finset.sum_comm
  obtain ⟨F, hF⟩ : ∃ F : ι → ι → ι → ℝ, ∀ a b c, F a b c =
      A a b ^ 2 * ‖u c‖ ^ 2 + 2 * (A a b * A b c * ⟪u c, u a⟫_ℝ) :=
    ⟨_, fun _ _ _ => rfl⟩
  -- the cyclic combination has a nonnegative squared norm
  have hpt : ∀ a b c, ‖A a b • u c + A b c • u a + A c a • u b‖ ^ 2 =
      F a b c + F b c a + F c a b := by
    intro a b c
    have hs : ⟪u b, u c⟫_ℝ = ⟪u c, u b⟫_ℝ := real_inner_comm _ _
    rw [hF, hF, hF, hs, norm_add_sq_real, norm_add_sq_real, inner_add_left]
    simp only [norm_smul, real_inner_smul_left, real_inner_smul_right, mul_pow,
      Real.norm_eq_abs, sq_abs]
    ring
  have hS : 0 ≤ ∑ a, ∑ b, ∑ c, (F a b c + F b c a + F c a b) :=
    Finset.sum_nonneg fun a _ => Finset.sum_nonneg fun b _ => Finset.sum_nonneg fun c _ => by
      rw [← hpt a b c]
      positivity
  simp only [Finset.sum_add_distrib] at hS
  have h1 := cyc F
  have h2 : ∑ a, ∑ b, ∑ c, F c a b = ∑ a, ∑ b, ∑ c, F b c a := cyc (fun a b c => F b c a)
  -- the cross terms give the squared norms on the left-hand side
  have hw : ∑ b, ‖∑ a, A a b • u a‖ ^ 2 =
      -∑ a, ∑ b, ∑ c, A a b * A b c * ⟪u c, u a⟫_ℝ := by
    have hc : ∑ a, ∑ b, ∑ c, A a b * A b c * ⟪u c, u a⟫_ℝ =
        ∑ b, ∑ a, ∑ c, A a b * A b c * ⟪u c, u a⟫_ℝ := Finset.sum_comm
    rw [hc, ← Finset.sum_neg_distrib]
    refine Finset.sum_congr rfl fun b _ => ?_
    rw [← real_inner_self_eq_norm_sq, sum_inner, ← Finset.sum_neg_distrib]
    refine Finset.sum_congr rfl fun a _ => ?_
    rw [inner_sum, ← Finset.sum_neg_distrib]
    refine Finset.sum_congr rfl fun c _ => ?_
    have hs : ⟪u c, u a⟫_ℝ = ⟪u a, u c⟫_ℝ := real_inner_comm _ _
    rw [real_inner_smul_left, real_inner_smul_right, hA c b, hs]
    ring
  have hN : ∑ a, ∑ b, ∑ c, A a b ^ 2 * ‖u c‖ ^ 2 =
      (∑ a, ∑ b, A a b ^ 2) * ∑ c, ‖u c‖ ^ 2 := by
    simp only [← Finset.mul_sum, ← Finset.sum_mul]
  have hT : ∑ a, ∑ b, ∑ c, F a b c = ∑ a, ∑ b, ∑ c, A a b ^ 2 * ‖u c‖ ^ 2 +
      2 * ∑ a, ∑ b, ∑ c, A a b * A b c * ⟪u c, u a⟫_ℝ := by
    simp only [hF, Finset.sum_add_distrib, Finset.mul_sum]
  linarith
```

Without antisymmetry the factor one half fails: one label with $A=u=1$ gives $1$ on the left and $\tfrac12$ on the right.

Now set $A_{ab}=x_{ab}-x_{ba}$ and $V=\sum_b\|v_b\|^2$. Antisymmetry gives $N=2\sum_{ab}A_{ab}x_{ab}=2\sum_b\langle w_b,v_b\rangle$. By Cauchy–Schwarz,

$$N^2\le4\Big(\sum_b\|w_b\|^2\Big)V\le2NUV.$$

If $N=0$ the claim is immediate; otherwise divide by $N$ to get $N/2\le UV$. The auxiliary statement `key` makes this case split.

```lean
/-- Half the sum of squared exchange differences `(ia|jb) - (ib|ja)` is at most the product of
the total squared norms of the two families. -/
theorem exchange_bound (u v : ι → E) :
    (∑ a, ∑ b, (⟪u a, v b⟫_ℝ - ⟪u b, v a⟫_ℝ) ^ 2) / 2 ≤
      (∑ a, ‖u a‖ ^ 2) * ∑ b, ‖v b‖ ^ 2 := by
  obtain ⟨A, hAd⟩ : ∃ A : ι → ι → ℝ, ∀ a b, A a b = ⟪u a, v b⟫_ℝ - ⟪u b, v a⟫_ℝ :=
    ⟨_, fun _ _ => rfl⟩
  have hA : ∀ a b, A b a = -A a b := fun a b => by rw [hAd, hAd]; ring
  simp only [← hAd]
  have h1 : ∑ b, ⟪∑ a, A a b • u a, v b⟫_ℝ = ∑ a, ∑ b, A a b * ⟪u a, v b⟫_ℝ := by
    simp only [sum_inner, real_inner_smul_left]
    exact Finset.sum_comm
  have h2 : ∑ a, ∑ b, A a b * ⟪u b, v a⟫_ℝ = -∑ a, ∑ b, A a b * ⟪u a, v b⟫_ℝ := by
    rw [Finset.sum_comm]
    simp only [← Finset.sum_neg_distrib]
    refine Finset.sum_congr rfl fun a _ => Finset.sum_congr rfl fun b _ => ?_
    rw [hA a b]
    ring
  have h3 : ∑ a, ∑ b, A a b ^ 2 =
      ∑ a, ∑ b, A a b * ⟪u a, v b⟫_ℝ - ∑ a, ∑ b, A a b * ⟪u b, v a⟫_ℝ := by
    simp only [← Finset.sum_sub_distrib]
    refine Finset.sum_congr rfl fun a _ => Finset.sum_congr rfl fun b _ => ?_
    linear_combination A a b * hAd a b
  -- Cauchy-Schwarz, first for each label and then for the sum
  have h4 : ∑ b, ⟪∑ a, A a b • u a, v b⟫_ℝ ≤ ∑ b, ‖∑ a, A a b • u a‖ * ‖v b‖ :=
    Finset.sum_le_sum fun b _ => real_inner_le_norm _ _
  have h5 : (∑ b, ‖∑ a, A a b • u a‖ * ‖v b‖) ^ 2 ≤
      (∑ b, ‖∑ a, A a b • u a‖ ^ 2) * ∑ b, ‖v b‖ ^ 2 :=
    Finset.sum_mul_sq_le_sq_mul_sq _ _ _
  have key : ∀ N C W U V : ℝ, 0 ≤ N → 0 ≤ U → 0 ≤ V → N ≤ 2 * C → C ^ 2 ≤ W * V →
      W ≤ N / 2 * U → N / 2 ≤ U * V := by
    intro N C W U V hN hU hV hC hCW hW
    have a1 : N ^ 2 ≤ (2 * C) ^ 2 := pow_le_pow_left₀ hN hC 2
    have a2 : W * V ≤ N / 2 * U * V := mul_le_mul_of_nonneg_right hW hV
    have a3 : N * N ≤ N * (2 * (U * V)) := by nlinarith
    rcases hN.eq_or_lt with h | h
    · have := mul_nonneg hU hV
      linarith
    · have := le_of_mul_le_mul_left a3 h
      linarith
  exact key _ _ _ _ _ (by positivity) (by positivity) (by positivity) (by linarith) h5
    (antisymm_bound A hA u)
```

## Denominators stay above a positive number

The hypotheses `hg` and `hgd` say $d_{ab}\ge g>0$: every double excitation from the pair raises the sum of orbital energies by at least $g$. The rewritten numerators are nonnegative, so $e\le0$, and replacing each $d_{ab}$ by $g$ can only lower $e$. Cauchy–Schwarz gives $\sum_{ab}x_{ab}^2\le UV$, hence

$$e\ge-\frac1g\Big(\sum_{ab}x_{ab}^2+\frac N2\Big)\ge-\frac{2UV}{g}.$$

In the proof, `h1` replaces the denominators, and `h3` and `h4` supply the two halves of the constant 2.

```lean
/-- For symmetric denominators bounded below by `g > 0`, the MP2 pair energy is never positive,
and its magnitude is at most `2 / g` times the product of the total squared norms. -/
theorem pairEnergy_bounds (u v : ι → E) (d : ι → ι → ℝ) (g : ℝ)
    (hd : ∀ a b, d a b = d b a) (hg : 0 < g) (hgd : ∀ a b, g ≤ d a b) :
    -(2 / g * ((∑ a, ‖u a‖ ^ 2) * ∑ b, ‖v b‖ ^ 2)) ≤ pairEnergy u v d ∧
      pairEnergy u v d ≤ 0 := by
  rw [pairEnergy_eq u v d hd]
  constructor
  · -- every numerator is nonnegative, so each denominator may be replaced by `g`
    have h1 : ∑ a, ∑ b, (⟪u a, v b⟫_ℝ ^ 2 + (⟪u a, v b⟫_ℝ - ⟪u b, v a⟫_ℝ) ^ 2 / 2) / d a b ≤
        ∑ a, ∑ b, (⟪u a, v b⟫_ℝ ^ 2 + (⟪u a, v b⟫_ℝ - ⟪u b, v a⟫_ℝ) ^ 2 / 2) / g :=
      Finset.sum_le_sum fun a _ => Finset.sum_le_sum fun b _ =>
        div_le_div_of_nonneg_left (by positivity) hg (hgd a b)
    have h2 : ∑ a, ∑ b, (⟪u a, v b⟫_ℝ ^ 2 + (⟪u a, v b⟫_ℝ - ⟪u b, v a⟫_ℝ) ^ 2 / 2) / g =
        (∑ a, ∑ b, ⟪u a, v b⟫_ℝ ^ 2 +
          (∑ a, ∑ b, (⟪u a, v b⟫_ℝ - ⟪u b, v a⟫_ℝ) ^ 2) / 2) / g := by
      simp only [Finset.sum_add_distrib, Finset.sum_div, add_div]
    have h3 : ∑ a, ∑ b, ⟪u a, v b⟫_ℝ ^ 2 ≤ (∑ a, ‖u a‖ ^ 2) * ∑ b, ‖v b‖ ^ 2 := by
      rw [Finset.sum_mul_sum]
      refine Finset.sum_le_sum fun a _ => Finset.sum_le_sum fun b _ => ?_
      calc ⟪u a, v b⟫_ℝ ^ 2 = |⟪u a, v b⟫_ℝ| ^ 2 := (sq_abs _).symm
        _ ≤ (‖u a‖ * ‖v b‖) ^ 2 :=
          pow_le_pow_left₀ (abs_nonneg _) (abs_real_inner_le_norm _ _) 2
        _ = ‖u a‖ ^ 2 * ‖v b‖ ^ 2 := mul_pow _ _ _
    have h4 := exchange_bound u v
    have h5 : (∑ a, ∑ b, ⟪u a, v b⟫_ℝ ^ 2 +
          (∑ a, ∑ b, (⟪u a, v b⟫_ℝ - ⟪u b, v a⟫_ℝ) ^ 2) / 2) / g ≤
        (2 * ((∑ a, ‖u a‖ ^ 2) * ∑ b, ‖v b‖ ^ 2)) / g :=
      div_le_div_of_nonneg_right (by linarith) hg.le
    rw [mul_div_right_comm] at h5
    linarith
  · exact neg_nonpos.mpr (Finset.sum_nonneg fun a _ => Finset.sum_nonneg fun b _ =>
      div_nonneg (by positivity) (hg.le.trans (hgd a b)))
```

Positivity of the denominators alone gives no bound in terms of the norms: one virtual with $u=v=1$ gives $e=-1/d$, which is unbounded as $d\to0^+$.

With a single virtual, $e=-x^2/d$ and the constant 1 would suffice. Two virtuals already attain 2: with unit denominators, scalars $u=(1,0)$, $v=(0,1)$ leave only $x_{12}=1$, so $e=-2$. This shows that the constant is best possible for arbitrary vectors, not that pair energies in molecules come close to the bound.

```lean
/-- Two virtual labels with `u = (1, 0)`, `v = (0, 1)` and unit denominators give pair energy
`-2` while both total squared norms are `1`, so the constant 2 in the bound is attained. -/
theorem pairEnergy_bound_sharp :
    pairEnergy (![1, 0] : Fin 2 → ℝ) ![0, 1] (fun _ _ => 1) = -2 ∧
      ∑ a, ‖(![1, 0] : Fin 2 → ℝ) a‖ ^ 2 = 1 ∧ ∑ b, ‖(![0, 1] : Fin 2 → ℝ) b‖ ^ 2 = 1 := by
  refine ⟨?_, ?_, ?_⟩ <;> norm_num [pairEnergy, Fin.sum_univ_two]
```

## Virtual levels lie above occupied levels

Let $\varepsilon$ denote orbital energies, `eo` and `ev` in Lean. The hypothesis `hgap` puts every virtual level at least $\Delta$ above every occupied one, so

$$d_{ab}=(\varepsilon_a-\varepsilon_i)+(\varepsilon_b-\varepsilon_j)\ge2\Delta.$$

Setting $g=2\Delta$ turns $2/g$ into $1/\Delta$.

```lean
/-- MP2 energy of the ordered occupied pair `(i, j)` from fitted orbital products `B i a` and
occupied and virtual orbital energies `eo`, `ev`, where `ev a + ev b - eo i - eo j` is nonzero. -/
def orbitalPairEnergy (B : κ → ι → E) (eo : κ → ℝ) (ev : ι → ℝ) (i j : κ) : ℝ :=
  pairEnergy (B i) (B j) (fun a b => ev a + ev b - eo i - eo j)

/-- If every virtual level lies at least `Δ > 0` above every occupied level, the energy of the
ordered pair `(i, j)` lies between minus the product of the total squared norms over `Δ` and zero.
-/
theorem orbitalPairEnergy_bounds (B : κ → ι → E) (eo : κ → ℝ) (ev : ι → ℝ) (Δ : ℝ)
    (hΔ : 0 < Δ) (hgap : ∀ i a, Δ ≤ ev a - eo i) (i j : κ) :
    -((∑ a, ‖B i a‖ ^ 2) * (∑ b, ‖B j b‖ ^ 2) / Δ) ≤ orbitalPairEnergy B eo ev i j ∧
      orbitalPairEnergy B eo ev i j ≤ 0 := by
  have h1 : ∀ a b, ev a + ev b - eo i - eo j = ev b + ev a - eo i - eo j :=
    fun a b => by ring
  have h2 : ∀ a b, 2 * Δ ≤ ev a + ev b - eo i - eo j :=
    fun a b => by linarith [hgap i a, hgap j b]
  have h := pairEnergy_bounds (B i) (B j) (fun a b => ev a + ev b - eo i - eo j) (2 * Δ)
    h1 (by positivity) h2
  have e : 2 / (2 * Δ) * ((∑ a, ‖B i a‖ ^ 2) * ∑ b, ‖B j b‖ ^ 2) =
      (∑ a, ‖B i a‖ ^ 2) * (∑ b, ‖B j b‖ ^ 2) / Δ := by
    field_simp
  rw [e] at h
  exact h
```

If a virtual level lies below the occupied ones, the sign can fail: $u=v=1$ with $d=-1$ gives $e=+1$.

Summing the pair bounds over a finite set `P` controls the total energy discarded. Its members are ordered pairs, so dropping $i\ne j$ completely means including both $(i,j)$ and $(j,i)$.

```lean
/-- With an orbital gap of at least `Δ > 0`, discarding a finite set `P` of ordered occupied pairs
loses at most the sum over `P` of the products of total squared norms, divided by `Δ`. -/
theorem discarded_energy_bound (B : κ → ι → E) (eo : κ → ℝ) (ev : ι → ℝ) (Δ : ℝ)
    (hΔ : 0 < Δ) (hgap : ∀ i a, Δ ≤ ev a - eo i) (P : Finset (κ × κ)) :
    |∑ p ∈ P, orbitalPairEnergy B eo ev p.1 p.2| ≤
      (∑ p ∈ P, (∑ a, ‖B p.1 a‖ ^ 2) * ∑ b, ‖B p.2 b‖ ^ 2) / Δ := by
  rw [abs_le]
  constructor
  · rw [Finset.sum_div, ← Finset.sum_neg_distrib]
    exact Finset.sum_le_sum fun p _ =>
      (orbitalPairEnergy_bounds B eo ev Δ hΔ hgap p.1 p.2).1
  · exact (Finset.sum_nonpos fun p _ =>
      (orbitalPairEnergy_bounds B eo ev Δ hΔ hgap p.1 p.2).2).trans (by positivity)

end

end MP2PairScreening
```

```lean
#print axioms MP2PairScreening.pairEnergy_bound_sharp
#print axioms MP2PairScreening.orbitalPairEnergy_bounds
#print axioms MP2PairScreening.discarded_energy_bound
```

```
'MP2PairScreening.pairEnergy_bound_sharp' depends on axioms: [propext, Classical.choice, Quot.sound]
'MP2PairScreening.orbitalPairEnergy_bounds' depends on axioms: [propext, Classical.choice, Quot.sound]
'MP2PairScreening.discarded_energy_bound' depends on axioms: [propext, Classical.choice, Quot.sound]
```
